# A decaying power-law cross section keeps the spin–orbit doublet ratio below its statistical value

When a fitting code constrains the areas of a $2p$ photoelectron doublet to 2:1, it uses the electron counts of the two levels and ignores their different kinetic energies. If the cross section per electron follows the same decaying power law in kinetic energy for both levels, the correction has a closed form.

## The ratio at photon energy $w$

Let $l\ge 1$ be the orbital number. The level $j=l+1/2$ has binding energy $B$, and $j=l-1/2$ has binding energy $B+D$. Each filled level holds $2j+1$ electrons, each with cross section $Ce^{-p}$ at kinetic energy $e$. Let $R(w)$ be the intensity of the first line divided by that of the second. For $C\ne0$ and $w$ above both binding energies,

$$
lR(w)=(l+1)\,q(w)^p,\qquad q(w)=\frac{w-B-D}{w-B}.
$$

If $p,D>0$, then $0<R(w)<(l+1)/l$, and $R$ increases strictly with $w$. At high photon energy $w(l+1-lR(w))\to(l+1)pD$. For the $p_{3/2}$ to $p_{1/2}$ ratio, this means $R=2q^p<2$ and $w(2-R)\to2pD$.

## Area constraints and spectrum synthesis

A code that synthesises spectra from this cross section can test its line intensities against the closed form. In a fit, a fixed 2:1 constraint overstates the model's ratio. The shortfall relative to 2 is $1-q^p$, and $pD/w$ is a good estimate of it only when $w$ is far above the binding energies. At $w=2B$ and for a small splitting, $pD/w$ gives only about half the shortfall, so the closed form should be used there. The shortfall grows with the splitting and as the photon energy falls, so wide splittings and low photon energies are the cases to check, within a one-power model that has the same $C$ and $p$ for both levels.

## From two intensities to the $1/w$ correction

The occupancies are $2(l+1)$ and $2l$, so

$$
R(w)=\frac{2(l+1)\,C\,(w-B)^{-p}}{2l\,C\,(w-B-D)^{-p}}
=\frac{l+1}{l}\,q(w)^p .
$$

For $D>0$ and $w>B+D$, write $q=1-D/(w-B)$. This lies between 0 and 1 and increases with $w$. A positive power preserves both properties, which gives the bound and the monotonicity.

For the limit, set $t=1/(w-B)$, so that $q=1-Dt$ and $w=1/t+B$. Then

$$
w(1-q^p)=\frac{1-(1-Dt)^p}{t}+B\bigl(1-(1-Dt)^p\bigr).
$$

As $t\to0$, the first term tends to minus the derivative of $(1-Dt)^p$ at zero, which is $pD$, and the second vanishes. Multiplying by $l+1$ gives the stated limit. Dividing the deficit $w(l+1-lR)$ by $w$ then shows that $lR\to l+1$.

## The Lean file

```lean
import Mathlib

open Filter Topology

namespace SpinOrbitDoublet

noncomputable section

/-- Photoionization cross section per electron, `C e^(-p)`, at kinetic energy `e > 0`. -/
def crossSection (C p e : ℝ) : ℝ := C * e ^ (-p)

/-- Number of electrons, `2j + 1`, in a filled level of total angular momentum `j`. -/
def occupancy (j : ℝ) : ℝ := 2 * j + 1

/-- Intensity of the photoelectron line from a filled level `j` with binding energy `E`,
at photon energy `w > E`. -/
def intensity (C p j E w : ℝ) : ℝ := occupancy j * crossSection C p (w - E)

/-- Intensity ratio of the `j = l + 1/2` line (binding energy `B`) to the `j = l - 1/2` line
(binding energy `B + D`), for `l ≥ 1`, `C ≠ 0` and photon energy `w` above both
binding energies. -/
def doubletRatio (C p B D : ℝ) (l : ℕ) (w : ℝ) : ℝ :=
  intensity C p (l + 1 / 2) B w / intensity C p (l - 1 / 2) (B + D) w

variable {C p B D : ℝ} {l : ℕ}

/-- Above both thresholds, for `l ≥ 1` and `C ≠ 0`, the doublet ratio is `(l + 1) / l` times
the `p`-th power of the quotient of the kinetic energies (written here multiplied by `l`). -/
theorem doubletRatio_formula (hl : 0 < l) (hC : C ≠ 0) {w : ℝ} (hB : B < w)
    (hBD : B + D < w) :
    (l : ℝ) * doubletRatio C p B D l w
      = ((l : ℝ) + 1) * ((w - B - D) / (w - B)) ^ p := by
  have h1 : 0 < w - B := sub_pos.2 hB
  have h2 : 0 < w - (B + D) := sub_pos.2 hBD
  have hl' : (l : ℝ) ≠ 0 := by exact_mod_cast hl.ne'
  have ha := (Real.rpow_pos_of_pos h1 p).ne'
  have hb := (Real.rpow_pos_of_pos h2 p).ne'
  -- the occupancies are 2(l+1) and 2l
  have e1 : 2 * ((l : ℝ) + 1 / 2) + 1 = 2 * ((l : ℝ) + 1) := by ring
  have e2 : 2 * ((l : ℝ) - 1 / 2) + 1 = 2 * (l : ℝ) := by ring
  have e3 : w - B - D = w - (B + D) := by ring
  unfold doubletRatio intensity occupancy crossSection
  rw [e1, e2, e3, Real.rpow_neg h1.le, Real.rpow_neg h2.le, Real.div_rpow h2.le h1.le]
  generalize (w - B) ^ p = a at *
  generalize (w - (B + D)) ^ p = b at *
  field_simp

/-- For `l ≥ 1`, `C ≠ 0`, `p > 0` and `D > 0`, the doublet ratio above both thresholds is
positive and lies below the statistical value `(l + 1) / l`. -/
theorem doubletRatio_lt_statistical (hl : 0 < l) (hC : C ≠ 0) (hp : 0 < p) (hD : 0 < D)
    {w : ℝ} (hw : B + D < w) :
    0 < doubletRatio C p B D l w ∧
      doubletRatio C p B D l w < ((l : ℝ) + 1) / l := by
  have hl' : (0 : ℝ) < l := by exact_mod_cast hl
  have h1 : 0 < w - B := by linarith
  have h2 : 0 < w - B - D := by linarith
  have hf := doubletRatio_formula (p := p) hl hC (by linarith : B < w) hw
  have hx : 0 < (w - B - D) / (w - B) := div_pos h2 h1
  have hx1 : (w - B - D) / (w - B) < 1 := by
    rw [div_lt_one h1]
    linarith
  have hpos := Real.rpow_pos_of_pos hx p
  have hlt := Real.rpow_lt_one hx.le hx1 hp
  constructor
  · have h : 0 < (l : ℝ) * doubletRatio C p B D l w := by
      rw [hf]
      positivity
    exact (mul_pos_iff_of_pos_left hl').1 h
  · rw [lt_div_iff₀ hl', mul_comm, hf]
    nlinarith

/-- For `l ≥ 1`, `C ≠ 0`, `p > 0` and `D > 0`, the doublet ratio increases strictly with
photon energy above both thresholds. -/
theorem doubletRatio_strictMonoOn (hl : 0 < l) (hC : C ≠ 0) (hp : 0 < p) (hD : 0 < D) :
    StrictMonoOn (doubletRatio C p B D l) (Set.Ioi (B + D)) := by
  intro v hv w hw hvw
  have hv' : B + D < v := hv
  have hw' : B + D < w := hw
  have hl' : (0 : ℝ) < l := by exact_mod_cast hl
  have h1 : 0 < v - B := by linarith
  have h2 : 0 < w - B := by linarith
  -- the quotient of kinetic energies increases
  have hx : (v - B - D) / (v - B) < (w - B - D) / (w - B) := by
    rw [div_lt_div_iff₀ h1 h2]
    nlinarith [mul_pos hD (sub_pos.2 hvw)]
  have hx0 : 0 ≤ (v - B - D) / (v - B) := div_nonneg (by linarith) h1.le
  have hpow := Real.rpow_lt_rpow hx0 hx hp
  refine lt_of_mul_lt_mul_left ?_ hl'.le
  rw [doubletRatio_formula hl hC (by linarith) hv',
    doubletRatio_formula hl hC (by linarith) hw']
  exact mul_lt_mul_of_pos_left hpow (by positivity)

/-- The `p`-th power of the quotient of kinetic energies falls short of one by `p D / w`
to leading order at high photon energy `w`. -/
theorem tendsto_kinetic_deficit (B D p : ℝ) :
    Tendsto (fun w : ℝ => w * (1 - ((w - B - D) / (w - B)) ^ p)) atTop (𝓝 (p * D)) := by
  -- derivative at t = 0, where t stands for the inverse kinetic energy 1 / (w - B)
  have hf : HasDerivAt (fun t : ℝ => (1 - D * t) ^ p) (-(p * D)) 0 := by
    have h1 : HasDerivAt (fun t : ℝ => 1 - D * t) (-D) 0 := by
      simpa using ((hasDerivAt_id (0 : ℝ)).const_mul D).const_sub 1
    exact (h1.rpow_const (p := p) (Or.inl (by norm_num))).congr_deriv (by simp [mul_comm])
  have hu : Tendsto (fun w : ℝ => w - B) atTop atTop := by
    simpa [sub_eq_add_neg] using tendsto_atTop_add_const_right atTop (-B) tendsto_id
  have ht0 : Tendsto (fun w : ℝ => (w - B)⁻¹) atTop (𝓝 0) := tendsto_inv_atTop_zero.comp hu
  have ht : Tendsto (fun w : ℝ => (w - B)⁻¹) atTop (𝓝[≠] 0) := by
    refine tendsto_nhdsWithin_iff.2 ⟨ht0, ?_⟩
    filter_upwards [eventually_gt_atTop B] with w hw
    exact inv_ne_zero (sub_pos.2 hw).ne'
  have hs := hf.tendsto_slope_zero.comp ht
  have hc : Tendsto (fun w : ℝ => (1 - D * (w - B)⁻¹) ^ p) atTop (𝓝 1) := by
    have h := hf.continuousAt.tendsto.comp ht0
    simpa [Function.comp_def] using h
  -- w = (w - B) + B, and the second part contributes nothing in the limit
  have h := hs.neg.add ((hc.const_sub 1).const_mul B)
  have e : -(-(p * D)) + B * (1 - 1) = p * D := by ring
  rw [e] at h
  refine h.congr' ?_
  filter_upwards [eventually_gt_atTop B] with w hw
  have hne : w - B ≠ 0 := (sub_pos.2 hw).ne'
  have hx : (w - B - D) / (w - B) = 1 - D * (w - B)⁻¹ := by
    rw [sub_div, div_self hne, div_eq_mul_inv]
  rw [hx]
  simp only [Function.comp_apply, smul_eq_mul, inv_inv, zero_add, mul_zero, sub_zero,
    Real.one_rpow]
  ring

/-- For `l ≥ 1` and `C ≠ 0`, the deficit `l + 1 - l R(w)` of the doublet ratio `R`,
multiplied by the photon energy `w`, tends to `(l + 1) p D` as `w` grows. -/
theorem tendsto_doublet_deficit (hl : 0 < l) (hC : C ≠ 0) :
    Tendsto (fun w : ℝ => w * (((l : ℝ) + 1) - l * doubletRatio C p B D l w)) atTop
      (𝓝 (((l : ℝ) + 1) * (p * D))) := by
  refine ((tendsto_kinetic_deficit B D p).const_mul ((l : ℝ) + 1)).congr' ?_
  filter_upwards [eventually_gt_atTop B, eventually_gt_atTop (B + D)] with w h1 h2
  rw [doubletRatio_formula hl hC h1 h2]
  ring

/-- For `l ≥ 1` and `C ≠ 0`, the doublet ratio tends to the statistical value `(l + 1) / l`
at high photon energy (written here multiplied by `l`). -/
theorem tendsto_statistical (hl : 0 < l) (hC : C ≠ 0) :
    Tendsto (fun w : ℝ => (l : ℝ) * doubletRatio C p B D l w) atTop (𝓝 ((l : ℝ) + 1)) := by
  have h := ((tendsto_doublet_deficit (p := p) (B := B) (D := D) hl hC).div_atTop
    tendsto_id).const_sub ((l : ℝ) + 1)
  rw [sub_zero] at h
  refine h.congr' ?_
  filter_upwards [eventually_gt_atTop (0 : ℝ)] with w hw
  simp only [id_eq]
  rw [mul_div_cancel_left₀ _ hw.ne']
  ring

/-- For `C, p, D > 0`, the p3/2 to p1/2 ratio at photon energy `w > B + D` is
`2 ((w - B - D) / (w - B))^p`, lies below 2 and increases strictly with `w`; its deficit
from 2, multiplied by `w`, tends to `2 p D` as `w` grows. -/
theorem p_doublet (hC : 0 < C) (hp : 0 < p) (hD : 0 < D) :
    (∀ w, B + D < w →
      doubletRatio C p B D 1 w = 2 * ((w - B - D) / (w - B)) ^ p ∧
      doubletRatio C p B D 1 w < 2) ∧
    StrictMonoOn (doubletRatio C p B D 1) (Set.Ioi (B + D)) ∧
    Tendsto (fun w : ℝ => w * (2 - doubletRatio C p B D 1 w)) atTop (𝓝 (2 * (p * D))) := by
  refine ⟨fun w hw => ⟨?_, ?_⟩, doubletRatio_strictMonoOn one_pos hC.ne' hp hD, ?_⟩
  · have h := doubletRatio_formula (p := p) one_pos hC.ne' (by linarith : B < w) hw
    simp only [Nat.cast_one, one_mul, one_add_one_eq_two] at h
    exact h
  · have h := (doubletRatio_lt_statistical one_pos hC.ne' hp hD hw).2
    simp only [Nat.cast_one, div_one, one_add_one_eq_two] at h
    exact h
  · have h := tendsto_doublet_deficit (p := p) (B := B) (D := D) one_pos hC.ne'
    simp only [Nat.cast_one, one_mul, one_add_one_eq_two] at h
    exact h

end

end SpinOrbitDoublet
```

```lean
#print axioms SpinOrbitDoublet.doubletRatio_lt_statistical
-- 'SpinOrbitDoublet.doubletRatio_lt_statistical' depends on axioms: [propext, Classical.choice, Quot.sound]
#print axioms SpinOrbitDoublet.tendsto_statistical
-- 'SpinOrbitDoublet.tendsto_statistical' depends on axioms: [propext, Classical.choice, Quot.sound]
#print axioms SpinOrbitDoublet.p_doublet
-- 'SpinOrbitDoublet.p_doublet' depends on axioms: [propext, Classical.choice, Quot.sound]
```

## What the theorems say, and for which model

`doubletRatio` is defined as a quotient of two `intensity` values, so the closed form is derived. Energies are real numbers in one common unit, and `l` is a natural number. `Set.Ioi (B + D)` is the range of photon energies above $B+D$, and `atTop` means $w\to\infty$. `p_doublet` collects the $l=1$ results for $C,p,D>0$, with no condition on the sign of $B$. The limit theorems hold for any real $p$ and $D$.

The power law is a postulate that stands for a smooth fall of the cross section with kinetic energy. It leaves out resonances, threshold structure, different radial functions for the two levels, angular distributions and analyser transmission. The limit fixes the leading correction but gives no error bound at a given $w$.

`doubletRatio_formula` rewrites the negative powers and cancels with `field_simp`. `doubletRatio_lt_statistical` gets $q^p<1$ from `Real.rpow_lt_one`. `doubletRatio_strictMonoOn` compares the two quotients by cross-multiplication, then applies `Real.rpow_lt_rpow`. `tendsto_kinetic_deficit` proves the limit of $w(1-q^p)$, `tendsto_doublet_deficit` multiplies it by $l+1$, and `tendsto_statistical` divides by $w$.

## A derivative at zero used as a limit at infinity

In `tendsto_kinetic_deficit`, `hf` states the derivative of $(1-Dt)^p$ at $t=0$. Mathlib's `tendsto_slope_zero` turns this into a limit of difference quotients along `𝓝[≠] 0`, the filter of points that approach zero without reaching it. To substitute $t=1/(w-B)$, the proof must therefore show that $t$ tends to zero and that it is eventually nonzero; `ht` records both. Composing the two limits gives the first term of the split above, with its sign reversed, and no series expansion or remainder estimate is needed.
